# With an exact trial state, one phaseless step gives the exact mean weight if and only if no field of positive weight gives an overlap ratio with negative real part

A walker `φ` with nonzero overlap with the trial state `T` is propagated by a matrix `B x`, where the field `x` comes from a finite set with nonnegative weights `p x`, and its phaseless factor is the real part of the ratio of new to old overlap, cut off at zero. The trial is exact in the sense that the overlap of `T` with any vector is multiplied by the real number `lam` when the mean propagator, the `p`-weighted sum of the `B x`, acts on that vector. The theorem says that the mean weight after one step equals `lam` exactly when no field of positive weight gives a ratio with negative real part; neither vector need be normalised, since their scales cancel in the ratio, and the weights need not sum to one. The proof writes `lam` and the mean weight as sums over the fields, without and with the cut-off, and uses the fact that when each term of one sum is at most the matching term of the other, the sums are equal only if all the terms are.

This version doesn't compile in Lean 4 with Mathlib:

```lean
import Mathlib

open Matrix

namespace OneStepExactIff

noncomputable section

variable {X d : Type*} [Fintype X] [Fintype d]

/-- The overlap of a walker `φ` with the trial state `T`. -/
def overlap (T φ : d → ℂ) : ℂ := star T ⬝ᵥ φ

/-- The ratio of the overlaps after and before propagation with field `x`, for a walker
of nonzero overlap. -/
def overlapRatio (B : X → Matrix d d ℂ) (T φ : d → ℂ) (x : X) : ℂ :=
  overlap T (B x *ᵥ φ) / overlap T φ

/-- The phaseless factor: the real part of the overlap ratio, cut off at zero, for a walker
of nonzero overlap. -/
def phaseless (B : X → Matrix d d ℂ) (T φ : d → ℂ) (x : X) : ℝ :=
  max 0 (overlapRatio B T φ x).re

/-- The product of the phaseless factors met by a walker that starts at `φ`, of nonzero
overlap, and is propagated with the fields `x 0, x 1, ...` in turn. -/
def pathWeight (B : X → Matrix d d ℂ) (T : d → ℂ) :
    (n : ℕ) → (Fin n → X) → (d → ℂ) → ℝ
  | 0, _, _ => 1
  | n + 1, x, φ =>
      phaseless B T φ (x 0) * pathWeight B T n (fun k => x k.succ) (B (x 0) *ᵥ φ)

/-- The mean phaseless weight after `n` steps from a walker `φ` of nonzero overlap: the sum
over all field paths, with independent fields of weight `p`. -/
def meanWeight (p : X → ℝ) (B : X → Matrix d d ℂ) (T : d → ℂ) (n : ℕ) (φ : d → ℂ) : ℝ :=
  ∑ x : Fin n → X, (∏ k, p (x k)) * pathWeight B T n x φ

/-- The trial state is exact: if nonzero, it is a left eigenvector of the mean propagator, with real
eigenvalue `lam`. -/
def IsExactTrial (p : X → ℝ) (B : X → Matrix d d ℂ) (T : d → ℂ) (lam : ℝ) : Prop :=
  ∀ φ, overlap T ((∑ x, (p x : ℂ) • B x) *ᵥ φ) = lam * overlap T φ

/-- The mean weight obeys a recursion: average over the first field, then continue from the
propagated walker. -/
theorem meanWeight_succ (p : X → ℝ) (B : X → Matrix d d ℂ) (T : d → ℂ) (n : ℕ)
    (φ : d → ℂ) : meanWeight p B T (n + 1) φ =
      ∑ a, p a * phaseless B T φ a * meanWeight p B T n (B a *ᵥ φ) := by
  unfold meanWeight
  -- a path of n + 1 fields is a first field followed by a path of n fields
  rw [← (Fin.consEquiv (fun _ : Fin (n + 1) => X)).sum_comp, Fintype.sum_prod_type]
  refine Finset.sum_congr rfl fun a _ => ?_
  rw [Finset.mul_sum]
  refine Finset.sum_congr rfl fun y _ => ?_
  change (∏ k, p ((Fin.cons a y : Fin (n + 1) → X) k)) *
    pathWeight B T (n + 1) (Fin.cons a y : Fin (n + 1) → X) φ = _
  rw [Fin.prod_univ_succ]
  simp only [pathWeight, Fin.cons_zero, Fin.cons_succ]
  ring

/-- After one step the mean weight is the average phaseless factor. -/
theorem meanWeight_one (p : X → ℝ) (B : X → Matrix d d ℂ) (T φ : d → ℂ) :
    meanWeight p B T 1 φ = ∑ a, p a * phaseless B T φ a :=
  (meanWeight_succ p B T 0 φ).trans (by simp [meanWeight, pathWeight])

variable {p : X → ℝ} {B : X → Matrix d d ℂ} {T φ : d → ℂ} {lam : ℝ}

/-- For an exact trial and a walker of nonzero overlap, the real part of the overlap ratio
averages to the eigenvalue. -/
theorem mean_ratio (hT : IsExactTrial p B T lam) (h0 : overlap T φ ≠ 0) :
    ∑ x, p x * (overlapRatio B T φ x).re = lam := by
  let f : Matrix d d ℂ →+ ℂ :=
    { toFun := fun M => overlap T (M *ᵥ φ)
      map_zero' := by simp [overlap]
      map_add' := fun M N => by simp [overlap, Matrix.add_mulVec, dotProduct_add] }
  -- the overlap is linear in the propagator
  have key : overlap T ((∑ x, (p x : ℂ) • B x) *ᵥ φ) =
      ∑ x, (p x : ℂ) * overlap T (B x *ᵥ φ) := by
    refine (map_sum f _ _).trans (Finset.sum_congr rfl fun x _ => ?_)
    change overlap T (((p x : ℂ) • B x) *ᵥ φ) = _
    simp [overlap, Matrix.smul_mulVec, dotProduct_smul]
  have hc : ∑ x, (p x : ℂ) * overlapRatio B T φ x = (lam : ℂ) := by
    simp only [overlapRatio, ← mul_div_assoc]
    rw [← Finset.sum_div, ← key, hT φ]
    exact mul_div_cancel_right₀ _ h0
  simpa only [Complex.re_sum, Complex.re_ofReal_mul, Complex.ofReal_re] using
    congrArg Complex.re hc

/-- With nonnegative field weights, an exact trial and nonzero overlap, one step has the exact
mean weight if and only if no field of positive weight gives a ratio of negative real part. -/
theorem one_step_exact_iff (hp : ∀ x, 0 ≤ p x) (hT : IsExactTrial p B T lam)
    (h0 : overlap T φ ≠ 0) :
    lam = meanWeight p B T 1 φ ↔ ∀ x, 0 < p x → 0 ≤ (overlapRatio B T φ x).re := by
  rw [meanWeight_one, ← mean_ratio hT h0, Finset.sum_eq_sum_iff_of_le
    fun x _ => mul_le_mul_of_nonneg_left (le_max_right _ _) (hp x)]
  constructor
  · intro h x hx
    have h1 := mul_left_cancel₀ hx.ne' (h x (Finset.mem_univ x))
    have h2 : 0 ≤ phaseless B T φ x := le_max_left _ _
    linarith
  · intro h x _
    rcases (hp x).eq_or_lt with hx | hx
    · simp [← hx]
    · rw [phaseless, max_eq_right (h x hx)]

end

end OneStepExactIff
```

The compiler's answer:

```
Main.lean:92:42: error: Tactic `rewrite` failed: Did not find an occurrence of the pattern
  ∑ i ∈ ?m.59, p i * ?m.78 i = ∑ i ∈ ?m.59, p i * max (?m.89 i) (?m.78 i)
in the target expression
  ∑ x, p x * (overlapRatio B T φ x).re = ∑ a, p a * phaseless B T φ a ↔
    ∀ (x : X), 0 < p x → 0 ≤ (overlapRatio B T φ x).re

X : Type u_1
d : Type u_2
inst✝¹ : Fintype X
inst✝ : Fintype d
p : X → ℝ
B : X → Matrix d d ℂ
T φ : d → ℂ
lam : ℝ
hp : ∀ (x : X), 0 ≤ p x
hT : IsExactTrial p B T lam
h0 : overlap T φ ≠ 0
⊢ ∑ x, p x * (overlapRatio B T φ x).re = ∑ a, p a * phaseless B T φ a ↔
    ∀ (x : X), 0 < p x → 0 ≤ (overlapRatio B T φ x).re
```

The error is in the last rewrite, with `Finset.sum_eq_sum_iff_of_le`. This lemma takes a proof that each term of one sum is at most the matching term of the other, and Lean reads off from that proof which two sums to look for. Here the proof was given inline and built on `le_max_right`, so the second sum in the pattern has terms of the form `p i * max … …`. In the goal the same terms read `p a * phaseless B T φ a`. `phaseless` is defined as just such a maximum, but `rw` does not unfold an ordinary definition like this one to find a match, so it finds no occurrence of the pattern.

The repair first states the inequality as `hle`, with `phaseless` written out in its type. The proof term is the same as before, and Lean accepts it because, when checking a term against a stated type, it may unfold `phaseless`. The pattern taken from `hle` then contains `phaseless`, as the goal does, and the rewrite goes through.

This version goes through:

```diff
@@ -90,6 +90,9 @@
     (h0 : overlap T φ ≠ 0) :
     lam = meanWeight p B T 1 φ ↔ ∀ x, 0 < p x → 0 ≤ (overlapRatio B T φ x).re := by
-  rw [meanWeight_one, ← mean_ratio hT h0, Finset.sum_eq_sum_iff_of_le
-    fun x _ => mul_le_mul_of_nonneg_left (le_max_right _ _) (hp x)]
+  -- the cut-off can only raise each term of the average
+  have hle : ∀ x ∈ (Finset.univ : Finset X),
+      p x * (overlapRatio B T φ x).re ≤ p x * phaseless B T φ x :=
+    fun x _ => mul_le_mul_of_nonneg_left (le_max_right _ _) (hp x)
+  rw [meanWeight_one, ← mean_ratio hT h0, Finset.sum_eq_sum_iff_of_le hle]
   constructor
   · intro h x hx
```
